# Finite real-energy eigenspaces have even dimension when H commutes with a conjugate-linear A satisfying $A^{2m}=-1$

The symmetry $A$ is taken here as a conjugate-linear map on a bare complex vector space $V$: $A(x+y)=Ax+Ay$ and $A(cx)=\bar c\,Ax$, with no inner product. Antiunitary operators are included, but $A$ need not preserve norms. The Hamiltonian $H$ is any linear operator on $V$, Hermitian or not, so a real energy is a hypothesis on the level considered.

Suppose that $A^{2m}=-1$ for a natural number $m$ and that $HA=AH$. If $Hx=Ex$ with $E$ real and $x\neq0$, then

$$H(Ax)=E\,Ax,\qquad x \text{ and } Ax \text{ are linearly independent.}$$

Moreover, if the eigenspace of $E$ has a finite basis, the number of basis vectors is even.

## Band counts in spin-orbit codes

For one electron with spin, time reversal $T$ satisfies $T^2=-1$, which is the case $m=1$. A magnet can break $T$ and still be symmetric under $A=C_4T$, where $C_4$ is a quarter turn. Rotations commute with $T$, four quarter turns of a spin-1/2 give $-1$, and $T^4=1$, so $A^4=-1$ and $m=2$. In the first example the minus sign comes from a double time reversal, in the second from a full turn of a half-integer spin.

For a finite, Hermitian, single-particle Hamiltonian matrix at a $k$-point where such an $A$ is an exact symmetry, every level has even degeneracy. A request for an odd number of lowest bands therefore cuts through a degenerate group. If a computed group that should be complete has an odd number of members, possible causes are a matrix that breaks the symmetry, a tolerance that has grouped the levels wrongly, and an eigensolver that has missed or duplicated a level.

## From a missing eigenvector to an even dimension

**$A$ has no eigenvector.** Suppose $Ax=cx$. Then

$$A^2x=A(cx)=\bar c\,Ax=|c|^2x.$$

Since $|c|^2$ is real, repetition gives $A^{2k}x=|c|^{2k}x$ for every $k$. At $k=m$ the left side is $-x$, so $(|c|^{2m}+1)x=0$. The bracket is positive, hence $x=0$.

**$x$ and $Ax$ are independent.** Let $x\neq0$ and $sx+t\,Ax=0$. If $t\neq0$, then $Ax=-(s/t)x$, which makes $x$ an eigenvector of $A$. So $t=0$, then $sx=0$, and $s=0$.

**The partner has the conjugate energy.** From $Hx=Ex$,

$$H(Ax)=A(Hx)=A(Ex)=\bar E\,Ax,$$

and $\bar E=E$ when $E$ is real.

**The dimension is even.** For $m=1$ the span of $x$ and $Ax$ is mapped into itself by $A$. For larger $m$ the vector $A^2x$ may leave that span, so the count uses a determinant. Let $b_1,\dots,b_n$ be a basis of a space on which $A$ acts, and write $Ab_j=\sum_i M_{ij}b_i$. Then

$$A^2b_j=\sum_k\overline{M_{kj}}\,Ab_k=\sum_i\Big(\sum_k M_{ik}\overline{M_{kj}}\Big)b_i.$$

The linear operator $A^2$ has matrix $M\overline M$ and determinant $|\det M|^2$. Its $m$-th power is $-1$ on an $n$-dimensional space, so

$$|\det M|^{2m}=(-1)^n.$$

The left side is not negative, hence $n$ is even. By the previous step, $A$ maps the eigenspace of a real $E$ into itself, and the argument applies there.

**A model with $A^4=-1$.** Give each site $k$ two amplitudes $(u,v)$ and a complex number $e_k$, and set

$$A(u,v)=(\bar v,\,i\bar u),\qquad H(u,v)=(e_ku,\,\overline{e_k}\,v).$$

Then $A^2(u,v)=(-iu,\,iv)$ and $A^4(u,v)=(-u,-v)$. Both $HA$ and $AH$ send $(u,v)$ to $(e_k\bar v,\,i\,\overline{e_k}\,\bar u)$. On a single site with $e=i$, the equation $H(u,v)=i(u,v)$ requires $-iv=iv$, so $v=0$ and the eigenspace is one-dimensional. This non-real level has no partner at the same energy; its partner sits at $-i$.

## The Lean file

```lean
import Mathlib

open ComplexConjugate

namespace KramersDegeneracy

noncomputable section

variable {V : Type*} [AddCommGroup V] [Module ℂ V]

/-- The conjugate-linear operator `A` satisfies `A^(2m) = -1`. -/
def IsRootOfMinusOne (A : V →ₛₗ[starRingEnd ℂ] V) (m : ℕ) : Prop :=
  ∀ x, A^[2 * m] x = -x

/-- The linear operator `H` commutes with the conjugate-linear operator `A`. -/
def IsSymmetryOf (A : V →ₛₗ[starRingEnd ℂ] V) (H : Module.End ℂ V) : Prop :=
  ∀ x, H (A x) = A (H x)

/-- If `A x = c x`, then applying `A` an even number `2k` of times multiplies `x` by `|c|^(2k)`. -/
theorem iterate_on_eigenvector (A : V →ₛₗ[starRingEnd ℂ] V) {x : V} {c : ℂ}
    (h : A x = c • x) (k : ℕ) :
    A^[2 * k] x = ((Complex.normSq c : ℂ) ^ k) • x := by
  induction k with
  | zero => simp
  | succ k ih =>
    rw [show 2 * (k + 1) = 2 * k + 1 + 1 by ring, Function.iterate_succ_apply',
      Function.iterate_succ_apply', ih]
    simp only [map_smulₛₗ, h, smul_smul]
    congr 1
    rw [map_mul, Complex.conj_conj, pow_succ, ← Complex.mul_conj]
    ring

/-- A conjugate-linear operator with `A^(2m) = -1` has no eigenvector. -/
theorem no_eigenvector {A : V →ₛₗ[starRingEnd ℂ] V} {m : ℕ} (hA : IsRootOfMinusOne A m)
    {x : V} (hx : x ≠ 0) (c : ℂ) : A x ≠ c • x := by
  intro h
  have h0 : ((Complex.normSq c : ℂ) ^ m + 1) • x = 0 := by
    rw [add_smul, one_smul, ← iterate_on_eigenvector A h m, hA x, neg_add_cancel]
  -- a nonnegative number plus one cannot vanish
  have h1 := (smul_eq_zero.mp h0).resolve_right hx
  have h2 : Complex.normSq c ^ m + 1 = (0 : ℝ) := by exact_mod_cast h1
  linarith [pow_nonneg (Complex.normSq_nonneg c) m]

/-- If `H` commutes with `A` and `H x = E x`, then `H (A x)` is `A x` times the complex conjugate of
`E`. -/
theorem partner_energy {A : V →ₛₗ[starRingEnd ℂ] V} {H : Module.End ℂ V}
    (hH : IsSymmetryOf A H) {x : V} {E : ℂ} (hx : H x = E • x) :
    H (A x) = conj E • A x := by
  rw [hH x, hx, map_smulₛₗ]

/-- Kramers degeneracy for `A^(2m) = -1`: if `H` commutes with `A` and `x` is an eigenvector of
real energy `E`, then `A x` has the same energy and is linearly independent of `x`. -/
theorem kramers_degeneracy {A : V →ₛₗ[starRingEnd ℂ] V} {m : ℕ} (hA : IsRootOfMinusOne A m)
    {H : Module.End ℂ V} (hH : IsSymmetryOf A H) {x : V} (hx : x ≠ 0) {E : ℝ}
    (hE : H x = (E : ℂ) • x) :
    H (A x) = (E : ℂ) • A x ∧ LinearIndependent ℂ ![x, A x] := by
  refine ⟨by simpa only [Complex.conj_ofReal] using partner_energy hH hE, ?_⟩
  rw [LinearIndependent.pair_iff]
  intro s t h
  have ht : t = 0 := by
    by_contra ht
    -- otherwise `x` would be an eigenvector of `A`
    have h1 : t • A x = -(s • x) := eq_neg_of_add_eq_zero_right h
    apply no_eigenvector hA hx (-(t⁻¹ * s))
    calc A x = t⁻¹ • (t • A x) := (inv_smul_smul₀ ht _).symm
      _ = _ := by rw [h1, smul_neg, smul_smul, neg_smul]
  rw [ht, zero_smul, add_zero] at h
  exact ⟨(smul_eq_zero.mp h).resolve_right hx, ht⟩

/-- A space with a basis of `n` vectors that carries a conjugate-linear `A` with `A^(2m) = -1`
has even `n`. -/
theorem even_dimension {A : V →ₛₗ[starRingEnd ℂ] V} {m n : ℕ} (hA : IsRootOfMinusOne A m)
    (b : Module.Basis (Fin n) ℂ V) : Even n := by
  obtain ⟨S, hS⟩ : ∃ S : Module.End ℂ V, ∀ x, S x = A (A x) := ⟨A.comp A, fun _ => rfl⟩
  obtain ⟨M, hM⟩ : ∃ M : Matrix (Fin n) (Fin n) ℂ, ∀ i j, M i j = b.coord i (A (b j)) :=
    ⟨fun i j => b.coord i (A (b j)), fun _ _ => rfl⟩
  -- the matrix of `A²` is `M` times its complex conjugate
  have hmat : LinearMap.toMatrix b b S = M * M.map (starRingEnd ℂ) := by
    ext i j
    have h : A (A (b j)) = ∑ k, conj (M k j) • A (b k) := by
      conv_lhs => rw [← b.sum_repr (A (b j))]
      simp only [map_sum, map_smulₛₗ, hM, Module.Basis.coord_apply]
    rw [LinearMap.toMatrix_apply, Matrix.mul_apply, hS, h, ← Module.Basis.coord_apply, map_sum]
    refine Finset.sum_congr rfl fun k _ => ?_
    rw [map_smul, smul_eq_mul, Matrix.map_apply, hM i k, mul_comm]
  have hdet : LinearMap.det S = (Complex.normSq M.det : ℂ) := by
    have hc : (M.map (starRingEnd ℂ)).det = conj M.det := (RingHom.map_det _ M).symm
    rw [← LinearMap.det_toMatrix b, hmat, Matrix.det_mul, hc, Complex.mul_conj]
  have hpow : S ^ m = (-1 : ℂ) • (1 : Module.End ℂ V) := by
    ext x
    have hfun : ⇑S = A^[2] := funext hS
    rw [Module.End.pow_apply, hfun, ← Function.iterate_mul, hA x, LinearMap.smul_apply,
      Module.End.one_apply, neg_one_smul]
  have hn : (Complex.normSq M.det : ℂ) ^ m = (-1) ^ n := by
    rw [← hdet, ← map_pow, hpow, LinearMap.det_smul, map_one, mul_one,
      Module.finrank_eq_card_basis b, Fintype.card_fin]
  by_contra hodd
  rw [Nat.not_even_iff_odd] at hodd
  rw [hodd.neg_one_pow] at hn
  have hr : Complex.normSq M.det ^ m = (-1 : ℝ) := by exact_mod_cast hn
  linarith [pow_nonneg (Complex.normSq_nonneg M.det) m]

/-- If `H` commutes with `A` and `A^(2m) = -1`, every finite basis of an eigenspace of `H` with
real energy has an even number of vectors. -/
theorem even_degeneracy {A : V →ₛₗ[starRingEnd ℂ] V} {m n : ℕ} (hA : IsRootOfMinusOne A m)
    {H : Module.End ℂ V} (hH : IsSymmetryOf A H) (E : ℝ)
    (b : Module.Basis (Fin n) ℂ (Module.End.eigenspace H (E : ℂ))) : Even n := by
  have hmem : ∀ x ∈ Module.End.eigenspace H (E : ℂ),
      A x ∈ Module.End.eigenspace H (E : ℂ) := by
    intro x hx
    rw [Module.End.mem_eigenspace_iff] at hx ⊢
    simpa only [Complex.conj_ofReal] using partner_energy hH hx
  -- restrict `A` to the eigenspace
  let B : Module.End.eigenspace H (E : ℂ) →ₛₗ[starRingEnd ℂ] Module.End.eigenspace H (E : ℂ) :=
    { toFun := fun x => ⟨A x.1, hmem x.1 x.2⟩
      map_add' := fun x y => Subtype.ext (map_add A x.1 y.1)
      map_smul' := fun c x => Subtype.ext (map_smulₛₗ A c x.1) }
  have hB : ∀ (k : ℕ) (x : Module.End.eigenspace H (E : ℂ)), (B^[k] x).1 = A^[k] x.1 := by
    intro k x
    induction k with
    | zero => rfl
    | succ k ih =>
      rw [Function.iterate_succ_apply', Function.iterate_succ_apply', ← ih]
      rfl
  exact even_dimension (A := B) (m := m)
    (fun x => Subtype.ext ((hB (2 * m) x).trans (hA x.1))) b

/-- On every site with two amplitudes `(u, v)`, the conjugate-linear map to `(v̄, i ū)`. -/
def siteA (ι : Type*) : (ι → ℂ × ℂ) →ₛₗ[starRingEnd ℂ] (ι → ℂ × ℂ) where
  toFun ψ k := (conj (ψ k).2, Complex.I * conj (ψ k).1)
  map_add' ψ φ := by
    ext k <;> simp
    ring
  map_smul' c ψ := by
    ext k <;> simp
    ring

/-- The operator that multiplies the two amplitudes on site `k` by `e k` and its conjugate. -/
def siteH {ι : Type*} (e : ι → ℂ) : Module.End ℂ (ι → ℂ × ℂ) where
  toFun ψ k := (e k * (ψ k).1, conj (e k) * (ψ k).2)
  map_add' ψ φ := by ext k <;> simp <;> ring
  map_smul' c ψ := by ext k <;> simp <;> ring

/-- The site model has `A^4 = -1`, its `H` commutes with `A`, and the first amplitude on site `k`
alone is an eigenvector of `H` with eigenvalue `e k`. -/
theorem kramers_witness {ι : Type*} [DecidableEq ι] (e : ι → ℂ) :
    IsRootOfMinusOne (siteA ι) 2 ∧ IsSymmetryOf (siteA ι) (siteH e) ∧
      ∀ k, siteH e (Pi.single k (1, 0)) = e k • Pi.single k ((1, 0) : ℂ × ℂ) := by
  refine ⟨fun ψ => ?_, fun ψ => ?_, fun k => ?_⟩
  · change siteA ι (siteA ι (siteA ι (siteA ι ψ))) = -ψ
    ext k <;> simp [siteA, ← mul_assoc]
  · ext k <;> simp [siteA, siteH]
    ring
  · funext j
    by_cases h : j = k
    · subst h
      simp [siteH]
    · simp [siteH, Pi.single_eq_of_ne h]

/-- On a single site with `e = i`, the eigenspace of `H` for the non-real eigenvalue `i` is
one-dimensional. -/
theorem complex_level_nondegenerate :
    Module.finrank ℂ
      (Module.End.eigenspace (siteH (fun _ : Unit => Complex.I)) Complex.I) = 1 := by
  have hv : (fun _ : Unit => ((1, 0) : ℂ × ℂ)) ∈
      Module.End.eigenspace (siteH (fun _ : Unit => Complex.I)) Complex.I := by
    rw [Module.End.mem_eigenspace_iff]
    ext k <;> simp [siteH]
  refine (finrank_eq_one_iff_of_nonzero' ⟨_, hv⟩ ?_).mpr ?_
  · intro h
    have h1 : (1 : ℂ) = 0 := congrArg (fun w => (w.1 ()).1) h
    exact one_ne_zero h1
  · rintro ⟨w, hw⟩
    have h2 : conj Complex.I * (w ()).2 = Complex.I * (w ()).2 :=
      congrArg (fun f => (f ()).2) (Module.End.mem_eigenspace_iff.mp hw)
    rw [Complex.conj_I] at h2
    -- the second amplitude has eigenvalue `-i`, so it must vanish
    have hz : (w ()).2 = 0 := by
      linear_combination (Complex.I / 2) * h2 + (w ()).2 * Complex.I_sq
    refine ⟨(w ()).1, Subtype.ext (funext fun k => Prod.ext ?_ ?_)⟩
    · change (w ()).1 * 1 = (w ()).1
      rw [mul_one]
    · change (w ()).1 * 0 = (w ()).2
      rw [hz, mul_zero]

end

end KramersDegeneracy
```

```lean
#print axioms KramersDegeneracy.kramers_degeneracy
#print axioms KramersDegeneracy.even_degeneracy
#print axioms KramersDegeneracy.complex_level_nondegenerate
```

```
'KramersDegeneracy.kramers_degeneracy' depends on axioms: [propext, Classical.choice, Quot.sound]
'KramersDegeneracy.even_degeneracy' depends on axioms: [propext, Classical.choice, Quot.sound]
'KramersDegeneracy.complex_level_nondegenerate' depends on axioms: [propext, Classical.choice, Quot.sound]
```

## How the Lean statements match the physics

The type `V →ₛₗ[starRingEnd ℂ] V` is that of conjugate-linear maps, and `Module.End ℂ V` that of linear operators defined on all of `V`. `IsRootOfMinusOne A m` says that applying `A` to any vector $2m$ times gives its negative. The value $m=0$ is allowed, but it forces every vector to be zero. `IsSymmetryOf A H` is the commutation relation, vector by vector.

In `kramers_degeneracy` the energy has type `ℝ` and is cast to a complex number in the eigenvalue equation. The conclusion joins the equation for `A x` with the independence of the pair `![x, A x]`. In `even_degeneracy` the degeneracy is the `n` of a basis indexed by `Fin n`. If `E` is not an eigenvalue, the eigenspace is zero and $n=0$.

## How the proof follows the derivation

`iterate_on_eigenvector` proves $A^{2k}x=|c|^{2k}x$ by induction on `k`, peeling off two applications of `A` at a time; `Complex.normSq c` is $|c|^2$. `no_eigenvector` sets `k` to `m`, cancels the nonzero vector, and lets `linarith` reject a nonnegative number plus one being zero. `partner_energy` is the commutation step in one line of rewriting. `kramers_degeneracy` unfolds independence into the relation with coefficients `s` and `t` and treats it as above.

In `even_dimension`, `S` is $A^2$ as a linear operator and `M` is the matrix $M_{ij}$. The steps `hmat`, `hdet` and `hpow` establish the product $M\overline M$, the determinant $|\det M|^2$ and the identity $S^m=-1$. Together they give `hn`, the equation $|\det M|^{2m}=(-1)^n$, and an odd `n` would make a nonnegative number equal $-1$. `even_degeneracy` builds the restriction `B` of `A` to the eigenspace, checks in `hB` that its iterates agree with those of `A`, and applies `even_dimension`.

`kramers_witness` verifies the site model component by component, including that the first amplitude on site `k` alone has eigenvalue `e k`. `complex_level_nondegenerate` shows that every vector in the eigenspace of $i$ is a multiple of the one with amplitudes $(1,0)$.

## Orthogonality, tolerances and other limits

The theorems give independence and say nothing about orthogonality. In the one-site model with real $e$, the normalised eigenvector $x=(1,1)/\sqrt2$ has the partner $Ax=(1,i)/\sqrt2$, and their overlap is $(1+i)/2$. For an antiunitary $A$ with $A^2=-1$ the overlap is always zero, but this example shows that $A^4=-1$ does not ensure it. A code that wants an orthonormal pair from $x$ and $Ax$ should then check the overlap and orthogonalise if it is not zero.

The degeneracy counted is the dimension of the eigenspace. For a non-Hermitian matrix this can be smaller than the multiplicity of the root of the characteristic polynomial. An eigenspace without a finite basis is not covered by the parity statement, although the independence of $x$ and $Ax$ still holds there.

Both $A^{2m}=-1$ and the commutation with $H$ are assumed; neither is derived from a spin, a crystal structure or an electron number. In a code, the second also requires a basis set and a discretisation that respect the symmetry. The eigenspaces are exact, so the result puts no bound on the splitting that rounding errors or a slightly broken symmetry produce.
